# A convergent Rayleigh–Schrödinger series that misses the ground state after a level crossing

Two states of different symmetry do not mix under a perturbation that preserves the symmetry. If the perturbation lowers the upper state enough relative to the lower one, the levels cross. Does a convergent perturbation series, started from the originally lower state, then give the ground-state energy?

Take $H_0=\mathrm{diag}(0,1)$, $V=\mathrm{diag}(0,-1)$ and $H_0+tV$. The series from the level $0$ sums to $0$, but for $t>1$ the lowest level is $1-t<0$. In this uncoupled two-level model, convergence is no evidence that the followed state is the ground state, a point that also matters when a reference state is chosen in electronic structure.

```lean
import Mathlib

open Matrix Finset

namespace PerturbationSeriesMissesGroundState

variable {n : Type*} [Fintype n]
```

## Order-by-order equations with intermediate normalisation

`IsRSSeries` describes energies $E_k$ and vectors $\psi_k\in\mathbb C^n$ with $H_0\psi_0=E_0\psi_0$ and

$$H_0\psi_{k+1}+V\psi_k=\sum_{i+j=k+1}E_i\psi_j .$$

The field `norm` says $\langle\psi_0|\psi_0\rangle=1$, and `inter` says $\langle\psi_0|\psi_{k+1}\rangle=0$. Both enter when an equation is projected on $\psi_0$. Without `inter`, corrections need not vanish: in the two-level model, $\psi_1=\psi_0$ with all other corrections zero also solves the equations.

```lean
/-- Energies `E k` and states `ψ k` solve the Rayleigh-Schrödinger equations of every order for
`H₀ + t V`, with `ψ 0` normalised and all corrections orthogonal to it
(intermediate normalisation). -/
structure IsRSSeries (H₀ V : Matrix n n ℂ) (E : ℕ → ℂ) (ψ : ℕ → n → ℂ) : Prop where
  zeroth : H₀ *ᵥ ψ 0 = E 0 • ψ 0
  order : ∀ k, H₀ *ᵥ ψ (k + 1) + V *ᵥ ψ k =
    ∑ p ∈ antidiagonal (k + 1), E p.1 • ψ p.2
  norm : star (ψ 0) ⬝ᵥ ψ 0 = 1
  inter : ∀ k, star (ψ 0) ⬝ᵥ ψ (k + 1) = 0
```

The set `levels` contains the real eigenvalues. Its condition `φ ≠ 0` is easily forgotten; without it the zero vector would make every real number a level, and there would be no lowest one.

```lean
/-- The real energy levels of a matrix: the real numbers that have a nonzero eigenvector. -/
def levels (A : Matrix n n ℂ) : Set ℝ :=
  {μ | ∃ φ : n → ℂ, φ ≠ 0 ∧ A *ᵥ φ = (μ : ℂ) • φ}
```

## A Hermitian $H_0$ and a nondegenerate state that $V$ does not mix

Let $V\psi_0=v\psi_0$: the perturbation shifts the state without coupling it to others. Suppose $\psi_1,\dots,\psi_k$ vanish. Then $V\psi_k=w_k\psi_0$, with $w_0=v$ and $w_k=0$ for $k\ge1$, and the equation of order $k+1$ becomes

$$H_0\psi_{k+1}+w_k\psi_0=E_0\psi_{k+1}+E_{k+1}\psi_0 .$$

Since $H_0$ is Hermitian, $\langle\psi_0|H_0\psi_{k+1}\rangle=\overline{E_0}\langle\psi_0|\psi_{k+1}\rangle=0$. Projection on $\psi_0$ therefore gives $E_{k+1}=w_k$, which leaves $H_0\psi_{k+1}=E_0\psi_{k+1}$. Nondegeneracy gives $\psi_{k+1}=c\psi_0$, and orthogonality gives $c=0$.

The Lean proof is the same strong induction. `hsum` and `hVk` reduce the equation, using `hV` for $k=0$; `hleft` uses Hermiticity and leads to `hzero`, `hE` finds the energy, and `hnd` supplies $c$.

Each hypothesis has a small example of failure, worked out in the prose alone:

- **Hermiticity.** Take $H_0=\begin{pmatrix}0&1\\0&0\end{pmatrix}$, $V=\mathrm{diag}(0,1)$ and $\psi_0=(1,0)$. The eigenspace is one-dimensional and $v=0$, yet $\psi_1=(0,1)$, $E_1=1$, with all later terms zero, is a valid series.
- **Nondegeneracy.** For $H_0=V=0$ on $\mathbb C^2$ and $\psi_0=(1,0)$, the correction $\psi_1=(0,1)$ is allowed.
- **Common eigenstate.** For $H_0=\mathrm{diag}(0,1)$, $V=\begin{pmatrix}0&1\\1&0\end{pmatrix}$ and $\psi_0=(1,0)$, one finds $\psi_1=(0,-1)$ and $E_2=-1$.

```lean
/-- Let `E` and `ψ` form a Rayleigh-Schrödinger series for `H₀ + t V` with intermediate
normalisation. If `H₀` is Hermitian and its nondegenerate eigenstate `ψ 0` is also an eigenstate of
`V` with eigenvalue `v`, all state corrections vanish, the first-order energy is `v`, and all higher
energy corrections vanish. -/
theorem corrections_of_common_eigenstate {H₀ V : Matrix n n ℂ} {E : ℕ → ℂ} {ψ : ℕ → n → ℂ}
    (hH : H₀.IsHermitian) (h : IsRSSeries H₀ V E ψ)
    (hnd : ∀ φ, H₀ *ᵥ φ = E 0 • φ → ∃ c : ℂ, φ = c • ψ 0)
    {v : ℂ} (hV : V *ᵥ ψ 0 = v • ψ 0) (k : ℕ) :
    ψ (k + 1) = 0 ∧ E (k + 1) = if k = 0 then v else 0 := by
  induction k using Nat.strong_induction_on with
  | _ k ih =>
    -- the lower corrections drop out of the right-hand side
    have hsum : ∑ p ∈ antidiagonal k, E (p.1 + 1) • ψ p.2 = E (k + 1) • ψ 0 := by
      refine Finset.sum_eq_single (k, 0) ?_ ?_
      · rintro ⟨i, j⟩ hp hne
        have hij : i + j = k := by simpa using hp
        rcases j with _ | j
        · exact (hne (Prod.ext (by simpa using hij) rfl)).elim
        · simp [(ih j (by omega)).1]
      · intro hk
        exact absurd (by simp) hk
    have hVk : V *ᵥ ψ k = (if k = 0 then v else 0) • ψ 0 := by
      rcases k with _ | m
      · simpa using hV
      · simp [(ih m (by omega)).1]
    generalize (if k = 0 then v else 0) = w at hVk ⊢
    have ho : H₀ *ᵥ ψ (k + 1) + V *ᵥ ψ k =
        E 0 • ψ (k + 1) + ∑ p ∈ antidiagonal k, E (p.1 + 1) • ψ p.2 := by
      rw [h.order k, Finset.Nat.sum_antidiagonal_succ]
    rw [hsum, hVk] at ho
    -- project on the unperturbed state to find the energy
    have hleft : star (ψ 0) ᵥ* H₀ = star (E 0 • ψ 0) := by
      rw [← h.zeroth, Matrix.star_mulVec, hH.eq]
    have hzero : star (ψ 0) ⬝ᵥ (H₀ *ᵥ ψ (k + 1)) = 0 := by
      rw [Matrix.dotProduct_mulVec, hleft, star_smul, smul_dotProduct, h.inter, smul_zero]
    have hE : E (k + 1) = w := by
      have hi := congrArg (fun x => star (ψ 0) ⬝ᵥ x) ho
      simp only [dotProduct_add, dotProduct_smul, h.inter k, h.norm, hzero, smul_eq_mul,
        mul_zero, mul_one, zero_add] at hi
      linear_combination -hi
    -- what remains is the unperturbed eigenvalue equation for a vector orthogonal to `ψ 0`
    rw [hE] at ho
    obtain ⟨c, hc⟩ := hnd _ (add_right_cancel ho)
    have hc0 := h.inter k
    rw [hc, dotProduct_smul, h.norm, smul_eq_mul, mul_one] at hc0
    exact ⟨by rw [hc, hc0, zero_smul], hE⟩
```

Only the terms $E_0$ and $tv$ can survive, so the energy series sums to $E_0+tv$ for every complex $t$. The proof reduces it to a sum over `range 2`.

```lean
/-- For Hermitian `H₀` and a nondegenerate eigenstate `ψ 0` that is also an eigenstate of `V` with
eigenvalue `v`, the energy series converges to `E 0 + t v` for every complex coupling `t`. -/
theorem energy_series_of_common_eigenstate {H₀ V : Matrix n n ℂ} {E : ℕ → ℂ} {ψ : ℕ → n → ℂ}
    (hH : H₀.IsHermitian) (h : IsRSSeries H₀ V E ψ)
    (hnd : ∀ φ, H₀ *ᵥ φ = E 0 • φ → ∃ c : ℂ, φ = c • ψ 0)
    {v : ℂ} (hV : V *ᵥ ψ 0 = v • ψ 0) (t : ℂ) :
    HasSum (fun k => t ^ k * E k) (E 0 + t * v) := by
  have hc := corrections_of_common_eigenstate hH h hnd hV
  have h1 : E 1 = v := by simpa using (hc 0).2
  have hs : HasSum (fun k => t ^ k * E k) (∑ k ∈ range 2, t ^ k * E k) := by
    apply hasSum_sum_of_ne_finset_zero
    intro k hk
    have hk2 : 2 ≤ k := not_lt.mp (fun hlt => hk (Finset.mem_range.mpr hlt))
    obtain ⟨m, rfl⟩ := Nat.exists_eq_add_of_le' hk2
    have h2 : E (m + 2) = 0 := by simpa using (hc (m + 1)).2
    simp [h2]
  simpa [Finset.sum_range_succ, h1] using hs
```

## Starting from the level zero

In the model, `hE : E 0 = 0` selects the originally lower state. An eigenvector of $H_0$ with energy $0$ has no upper component (`hup`), so the level is nondegenerate and $V\psi_0=0$, that is, $v=0$. Without this hypothesis the series could start at $E_0=1$ with $v=-1$ and sum to $1-t$, the ground-state energy for $t\ge1$.

```lean
/-- The unperturbed two-level Hamiltonian `diag(0, 1)`. -/
def modelH : Matrix (Fin 2) (Fin 2) ℂ := !![0, 0; 0, 1]

/-- The perturbation `diag(0, -1)`, which lowers the upper level only. -/
def modelV : Matrix (Fin 2) (Fin 2) ℂ := !![0, 0; 0, -1]
```

An explicit series shows that the assumptions can be met.

```lean
/-- The states `(1,0), 0, 0, ...` with all energies zero solve the Rayleigh-Schrödinger equations
of the two-level model. -/
theorem model_series_witness :
    IsRSSeries modelH modelV (fun _ => 0) (fun k => if k = 0 then ![1, 0] else 0) where
  zeroth := by
    ext i
    fin_cases i <;> simp [modelH, Matrix.mulVec, dotProduct, Fin.sum_univ_two]
  order := by
    intro k
    ext i
    rcases k with _ | k <;> fin_cases i <;> simp [modelV]
  norm := by simp [dotProduct, Fin.sum_univ_two]
  inter := by intro k; simp
```

For the levels, write $\varphi=(\varphi_0,\varphi_1)$. The eigenvalue equation reads $0=\mu\varphi_0$ and $(1-t)\varphi_1=\mu\varphi_1$. If $\varphi_1\ne0$, then $\mu=1-t$; otherwise $\varphi_0\ne0$ and $\mu=0$. The vectors $(1,0)$ and $(0,1)$ realise both values. Lean makes the same case distinction.

```lean
/-- The real energy levels of `diag(0, 1) + t diag(0, -1)` are exactly `0` and `1 - t`. -/
theorem model_levels (t : ℝ) : levels (modelH + (t : ℂ) • modelV) = {0, 1 - t} := by
  have hmul : ∀ φ : Fin 2 → ℂ,
      (modelH + (t : ℂ) • modelV) *ᵥ φ = ![0, (1 - (t : ℂ)) * φ 1] := by
    intro φ
    ext i
    fin_cases i <;>
      simp [modelH, modelV, Matrix.mulVec, dotProduct, Fin.sum_univ_two, sub_eq_add_neg]
  ext μ
  constructor
  · rintro ⟨φ, hφ, h⟩
    rw [hmul] at h
    have h0 : (0 : ℂ) = (μ : ℂ) * φ 0 := congrFun h 0
    have h1 : (1 - (t : ℂ)) * φ 1 = (μ : ℂ) * φ 1 := congrFun h 1
    by_cases hb : φ 1 = 0
    · left
      have ha : φ 0 ≠ 0 := by
        intro ha
        apply hφ
        ext i
        fin_cases i
        · exact ha
        · exact hb
      exact_mod_cast (mul_eq_zero.mp h0.symm).resolve_right ha
    · right
      have h2 := mul_right_cancel₀ hb h1
      have h3 : 1 - t = μ := by exact_mod_cast h2
      exact h3.symm
  · rintro (rfl | rfl)
    · refine ⟨![1, 0], fun h => by simpa using congrFun h 0, ?_⟩
      rw [hmul]
      ext i
      fin_cases i <;> simp
    · refine ⟨![0, 1], fun h => by simpa using congrFun h 1, ?_⟩
      rw [hmul]
      ext i
      fin_cases i <;> simp
```

## A coupling beyond the crossing

The hypothesis `ht : 1 < t` places the real coupling past the crossing. It plays no part in the vanishing corrections or the sum; it is used only to show that $1-t$ is negative and hence the least level. `IsLeast` says that $1-t$ is a level and that no level lies below it.

```lean
/-- For `t > 1`, every Rayleigh-Schrödinger series of the two-level model that has intermediate
normalisation and starts from the level `0` has vanishing corrections and energy sum `0`, while the
lowest level is `1 - t`, which is negative. -/
theorem series_misses_ground_state {E : ℕ → ℂ} {ψ : ℕ → Fin 2 → ℂ}
    (h : IsRSSeries modelH modelV E ψ) (hE : E 0 = 0) {t : ℝ} (ht : 1 < t) :
    (∀ k, ψ (k + 1) = 0 ∧ E (k + 1) = 0) ∧
      HasSum (fun k => (t : ℂ) ^ k * E k) 0 ∧
      IsLeast (levels (modelH + (t : ℂ) • modelV)) (1 - t) ∧ 1 - t < 0 := by
  have hH : modelH.IsHermitian := by
    ext i j
    fin_cases i <;> fin_cases j <;> simp [modelH, Matrix.conjTranspose_apply]
  -- a state of unperturbed energy zero has no upper component
  have hup : ∀ φ : Fin 2 → ℂ, modelH *ᵥ φ = E 0 • φ → φ 1 = 0 := by
    intro φ hφ
    simpa [modelH, hE, Matrix.mulVec, dotProduct, Fin.sum_univ_two] using congrFun hφ 1
  have hψ := hup _ h.zeroth
  have hn : star (ψ 0 0) * ψ 0 0 = 1 := by
    simpa [dotProduct, Fin.sum_univ_two, hψ] using h.norm
  have hnd : ∀ φ, modelH *ᵥ φ = E 0 • φ → ∃ c : ℂ, φ = c • ψ 0 := by
    intro φ hφ
    refine ⟨φ 0 * star (ψ 0 0), ?_⟩
    ext i
    fin_cases i
    · change φ 0 = φ 0 * star (ψ 0 0) * ψ 0 0
      rw [mul_assoc, hn, mul_one]
    · change φ 1 = φ 0 * star (ψ 0 0) * ψ 0 1
      rw [hup φ hφ, hψ, mul_zero]
  have hV : modelV *ᵥ ψ 0 = (0 : ℂ) • ψ 0 := by
    ext i
    fin_cases i <;> simp [modelV, Matrix.mulVec, dotProduct, Fin.sum_univ_two, hψ]
  refine ⟨fun k => ?_, ?_, ?_, by linarith⟩
  · simpa using corrections_of_common_eigenstate hH h hnd hV k
  · simpa [hE] using energy_series_of_common_eigenstate hH h hnd hV (t : ℂ)
  · rw [model_levels]
    refine ⟨Or.inr rfl, ?_⟩
    rintro μ (rfl | rfl)
    · linarith
    · exact le_rfl
```

For $t\le1$ the series does give the lowest energy, and at $t=1$ the two levels coincide.

```lean
/-- The value `0` is the lowest level of `diag(0, 1) + t diag(0, -1)` exactly when `t ≤ 1`. -/
theorem zero_is_lowest_iff (t : ℝ) :
    IsLeast (levels (modelH + (t : ℂ) • modelV)) 0 ↔ t ≤ 1 := by
  rw [model_levels]
  constructor
  · intro h
    have h1 : (0 : ℝ) ≤ 1 - t := h.2 (Or.inr rfl)
    linarith
  · intro ht
    refine ⟨Or.inl rfl, ?_⟩
    rintro μ (rfl | rfl)
    · exact le_rfl
    · linarith

end PerturbationSeriesMissesGroundState
```

A molecule has many levels. A perturbation $V$ that preserves the symmetry does not mix states of different classes, but it generally still mixes states within each class. The corrections then need not vanish, and the theorems here do not settle whether the series converges.

```lean
#print axioms PerturbationSeriesMissesGroundState.series_misses_ground_state
#print axioms PerturbationSeriesMissesGroundState.zero_is_lowest_iff
```

```
'PerturbationSeriesMissesGroundState.series_misses_ground_state' depends on axioms: [propext, Classical.choice, Quot.sound]
'PerturbationSeriesMissesGroundState.zero_is_lowest_iff' depends on axioms: [propext, Classical.choice, Quot.sound]
```
